# A singular symmetric Hessian has a Newton step in a Krylov space when the gradient is orthogonal to its zero modes

The Hessian $H$ is the real symmetric matrix of second derivatives of a molecule's energy with respect to the nuclear coordinates, and the gradient $g$ is the column of first derivatives. A zero mode is a vector $z$ with $Hz=0$. A Newton step is a displacement $x$ with $Hx=-g$.

For an isolated molecule in Cartesian coordinates the translations are zero modes, and at a stationary point the infinitesimal rotations are too, so $H$ has no inverse. The question is whether a Newton step can still be built from $g, Hg, H^2g,\dots$ without first removing these motions. It can, provided that $g$ is orthogonal to every zero mode. This bears on geometry optimisation with Hessian–vector products, for one finite, fixed Hessian and with rounding ignored.

## Vectors, eigenvalues and the Krylov space

```lean
import Mathlib

open Matrix Polynomial

namespace HessianKrylovNewton

noncomputable section

variable {n : Type*} [Fintype n] [DecidableEq n] {H : Matrix n n ℝ}
```

The finite type `n` labels the coordinates, for example the $3N$ Cartesian coordinates of $N$ atoms. A vector is a function `n → ℝ`. Symmetry is not built into `H`; each theorem that needs it takes the hypothesis `hH : H.IsSymm`.

In what follows, `H *ᵥ v` is $Hv$, `v ⬝ᵥ w` is $v\cdot w$, `μ • v` is $\mu v$, and `aeval H p` is the matrix $p(H)$ obtained by putting $H$ into the polynomial $p$. The letter $\mu$ is an eigenvalue here, not a reduced mass.

```lean
/-- The finite set of distinct nonzero real eigenvalues of a matrix, read off from its
characteristic polynomial. -/
def nonzeroEigenvalues (H : Matrix n n ℝ) : Finset ℝ :=
  H.charpoly.roots.toFinset.erase 0
```

The roots of the characteristic polynomial are collected without multiplicity, and $0$ is removed. Write $d$ for the number of elements of this set. A repeated eigenvalue counts once.

```lean
/-- The Krylov space of order `m`, spanned by `g, H g, ..., H^(m-1) g`. -/
def krylov (H : Matrix n n ℝ) (g : n → ℝ) (m : ℕ) : Submodule ℝ (n → ℝ) :=
  Submodule.span ℝ (Set.range fun k : Fin m => (H ^ (k : ℕ)) *ᵥ g)
```

This is the span of $g, Hg,\dots,H^{m-1}g$. The type `Fin m` supplies the exponents $0,\dots,m-1$; for $m=0$ the space contains only the zero vector.

```lean
/-- A number belongs to `nonzeroEigenvalues H` exactly when it is nonzero and `H` has a
nonzero eigenvector for it. -/
theorem mem_nonzeroEigenvalues {μ : ℝ} :
    μ ∈ nonzeroEigenvalues H ↔ μ ≠ 0 ∧ ∃ v : n → ℝ, v ≠ 0 ∧ H *ᵥ v = μ • v := by
  have key : ∀ v : n → ℝ, (Matrix.scalar n μ - H) *ᵥ v = μ • v - H *ᵥ v := by
    intro v
    rw [Matrix.sub_mulVec]
    congr 1
    ext i
    simp [Matrix.scalar_apply, Matrix.mulVec_diagonal]
  rw [nonzeroEigenvalues, Finset.mem_erase, Multiset.mem_toFinset,
    Polynomial.mem_roots H.charpoly_monic.ne_zero, Polynomial.IsRoot.def,
    Matrix.eval_charpoly, ← Matrix.exists_mulVec_eq_zero_iff]
  constructor
  · rintro ⟨h, v, hv, e⟩
    exact ⟨h, v, hv, (sub_eq_zero.mp ((key v).symm.trans e)).symm⟩
  · rintro ⟨h, v, hv, e⟩
    exact ⟨h, v, hv, by rw [key, e, sub_self]⟩
```

The theorem confirms that the set contains what its name says: $\mu$ belongs to it exactly when $\mu\neq0$ and $Hv=\mu v$ for some $v\neq0$. By hand, $\mu$ is a root of $\det(\mu 1-H)$ exactly when $\mu 1-H$ annihilates a nonzero vector. The auxiliary statement `key` is the identity $(\mu 1-H)v=\mu v-Hv$, which turns that condition into the eigenvalue equation.

## Components along eigenvectors

```lean
omit [DecidableEq n] in
/-- For a symmetric Hessian, the component of `H g` along an eigenvector is the eigenvalue
times the component of `g`. -/
theorem dot_mulVec (hH : H.IsSymm) {μ : ℝ} {v : n → ℝ} (hv : H *ᵥ v = μ • v)
    (g : n → ℝ) : v ⬝ᵥ (H *ᵥ g) = μ * (v ⬝ᵥ g) := by
  have h : v ᵥ* H = μ • v := by
    rw [← hv, ← Matrix.vecMul_transpose, hH.eq]
  rw [Matrix.dotProduct_mulVec, h, smul_dotProduct, smul_eq_mul]
```

If $Hv=\mu v$ and $H$ is symmetric, then
$$v\cdot(Hg)=(Hv)\cdot g=\mu\,(v\cdot g).$$
In Lean, `v ᵥ* H` is the row vector $v^TH$, and `h` uses symmetry to identify it with $\mu v$.

```lean
/-- For a symmetric Hessian, a polynomial `p(H)` multiplies the component of `g` along an
eigenvector with eigenvalue `μ` by `p(μ)`. -/
theorem dot_aeval (hH : H.IsSymm) {μ : ℝ} {v : n → ℝ} (hv : H *ᵥ v = μ • v)
    (p : ℝ[X]) (g : n → ℝ) : v ⬝ᵥ (aeval H p *ᵥ g) = p.eval μ * (v ⬝ᵥ g) := by
  have hk : ∀ k : ℕ, v ⬝ᵥ ((H ^ k) *ᵥ g) = μ ^ k * (v ⬝ᵥ g) := by
    intro k
    induction k with
    | zero => simp
    | succ k ih =>
      rw [pow_succ', ← Matrix.mulVec_mulVec, dot_mulVec hH hv, ih]
      ring
  induction p using Polynomial.induction_on' with
  | add p q hp hq =>
    rw [map_add, Matrix.add_mulVec, dotProduct_add, hp, hq, eval_add, add_mul]
  | monomial k a =>
    rw [aeval_monomial, ← Algebra.smul_def, Matrix.smul_mulVec, dotProduct_smul, hk,
      eval_monomial, smul_eq_mul, mul_assoc]
```

The same holds for polynomials: $v\cdot(p(H)g)=p(\mu)\,(v\cdot g)$. For powers, use induction:
$$v\cdot(H^{k+1}g)=\mu\,\bigl(v\cdot(H^kg)\bigr)=\mu^{k+1}(v\cdot g).$$
This is `hk`. A polynomial is a sum of terms $a_kX^k$, and both sides are linear in $p$, so the second induction needs only sums and single terms.

```lean
/-- A vector orthogonal to every eigenvector of a symmetric Hessian is zero. -/
theorem eq_zero_of_orthogonal (hH : H.IsSymm) (w : n → ℝ)
    (h : ∀ (μ : ℝ) (v : n → ℝ), H *ᵥ v = μ • v → v ⬝ᵥ w = 0) : w = 0 := by
  have hA : H.IsHermitian := Matrix.IsHermitian.ext fun i j => by simpa using hH.apply i j
  -- expand `w` in the orthonormal eigenbasis
  have hz : WithLp.toLp 2 w = (0 : EuclideanSpace ℝ n) := by
    rw [← hA.eigenvectorBasis.sum_repr' (WithLp.toLp 2 w)]
    refine Finset.sum_eq_zero fun i _ => ?_
    have hi : inner ℝ (hA.eigenvectorBasis i) (WithLp.toLp 2 w)
        = (hA.eigenvectorBasis i).ofLp ⬝ᵥ w := by
      simp [PiLp.inner_apply, dotProduct, mul_comm]
    rw [hi, h _ _ (hA.mulVec_eigenvectorBasis i), zero_smul]
  simpa using congrArg WithLp.ofLp hz
```

By the spectral theorem, $H$ has an orthonormal eigenbasis $u_i$. If $w$ is orthogonal to every eigenvector, then
$$w=\sum_i (u_i\cdot w)\,u_i=0.$$
Lean's spectral theorem is stated for Hermitian matrices, which for real entries means symmetric ones. It uses `EuclideanSpace`, the same vectors equipped with the Euclidean inner product; `hi` identifies that inner product with the dot product.

## One polynomial for all admissible gradients

```lean
/-- For a symmetric Hessian there is one polynomial `p`, of degree below the number of distinct
nonzero eigenvalues, with `H p(H) g = g` for every `g` orthogonal to the kernel of `H`. -/
theorem exists_polynomial_inverse (hH : H.IsSymm) :
    ∃ p : ℝ[X], p.degree < (nonzeroEigenvalues H).card ∧
      ∀ g : n → ℝ, (∀ z, H *ᵥ z = 0 → z ⬝ᵥ g = 0) → H *ᵥ (aeval H p *ᵥ g) = g := by
  have hinj : Set.InjOn (id : ℝ → ℝ) (nonzeroEigenvalues H) := Function.injective_id.injOn
  -- interpolate `1/μ` at the nonzero eigenvalues
  refine ⟨Lagrange.interpolate (nonzeroEigenvalues H) id (fun μ => μ⁻¹),
    Lagrange.degree_interpolate_lt _ hinj, fun g hg => ?_⟩
  apply sub_eq_zero.mp
  apply eq_zero_of_orthogonal hH
  intro μ v hv
  rw [dotProduct_sub, dot_mulVec hH hv, dot_aeval hH hv]
  by_cases h0 : μ = 0
  · -- zero modes do not overlap with the gradient
    have hvg : v ⬝ᵥ g = 0 := hg v (by rw [hv, h0, zero_smul])
    rw [hvg]
    simp
  by_cases hv0 : v = 0
  · simp [hv0]
  have he : eval μ (Lagrange.interpolate (nonzeroEigenvalues H) id (fun μ => μ⁻¹)) = μ⁻¹ :=
    Lagrange.eval_interpolate_at_node (fun μ : ℝ => μ⁻¹) hinj
      (mem_nonzeroEigenvalues.mpr ⟨h0, v, hv0, hv⟩)
  rw [he, ← mul_assoc, mul_inv_cancel₀ h0, one_mul, sub_self]
```

The order of the quantifiers matters: $p$ is chosen from $H$ alone and then works for every $g$ orthogonal to the zero modes. Let $\mu_1,\dots,\mu_d$ be the distinct nonzero eigenvalues and take the Lagrange interpolant
$$p(t)=\sum_{j=1}^{d}\frac1{\mu_j}\prod_{k\ne j}\frac{t-\mu_k}{\mu_j-\mu_k},\qquad p(\mu_j)=\frac1{\mu_j},$$
whose degree is below $d$. Set $r=Hp(H)g-g$. For an eigenvector $v$ with eigenvalue $\mu$, the two component rules give
$$v\cdot r=\bigl(\mu\,p(\mu)-1\bigr)(v\cdot g).$$
If $\mu\neq0$, the first factor vanishes by interpolation. If $\mu=0$, the second vanishes by the hypothesis on $g$. So $r$ is orthogonal to every eigenvector, and $r=0$.

The Lean proof makes the same case distinction with `by_cases`. It has one further case, $v=0$, because `eq_zero_of_orthogonal` lets $v$ range over all solutions of $Hv=\mu v$, including the zero vector.

Negative eigenvalues are allowed, so the result also applies near saddle points. If $d=0$, then $H=0$, the polynomial is zero, and the only admissible gradient is $g=0$. This agrees with the bound because `degree` assigns $-\infty$ to the zero polynomial.

## The Newton equation

```lean
/-- For a symmetric Hessian, the Newton equation `H x = -g` has a solution in the Krylov space
whose order is the number of distinct nonzero eigenvalues if and only if `g` is orthogonal to
the kernel of `H`. -/
theorem newton_in_krylov_iff (hH : H.IsSymm) (g : n → ℝ) :
    (∃ x ∈ krylov H g (nonzeroEigenvalues H).card, H *ᵥ x = -g) ↔
      ∀ z, H *ᵥ z = 0 → z ⬝ᵥ g = 0 := by
  constructor
  · rintro ⟨x, -, hx⟩ z hz
    have h := dot_mulVec hH (μ := 0) (v := z) (by rw [hz, zero_smul]) x
    rw [hx, dotProduct_neg, zero_mul] at h
    exact neg_eq_zero.mp h
  · intro hg
    obtain ⟨p, hp, hsolve⟩ := exists_polynomial_inverse hH
    refine ⟨-(aeval H p *ᵥ g), Submodule.neg_mem _ ?_, by rw [Matrix.mulVec_neg, hsolve g hg]⟩
    -- `p(H) g` is a combination of the Krylov vectors
    have hsum : ∀ s : Finset ℕ, (∑ i ∈ s, p.coeff i • H ^ i) *ᵥ g ∈
        krylov H g (nonzeroEigenvalues H).card := by
      intro s
      induction s using Finset.induction_on with
      | empty => simp
      | insert a s ha ih =>
        rw [Finset.sum_insert ha, Matrix.add_mulVec, Matrix.smul_mulVec]
        refine Submodule.add_mem _ ?_ ih
        by_cases hc : p.coeff a = 0
        · simp [hc]
        · have hlt : a < (nonzeroEigenvalues H).card := by
            exact_mod_cast lt_of_le_of_lt (Polynomial.le_degree_of_ne_zero hc) hp
          exact Submodule.smul_mem _ _ (Submodule.subset_span ⟨⟨a, hlt⟩, rfl⟩)
    rw [Polynomial.aeval_eq_sum_range]
    exact hsum _
```

The Newton equation has a solution in the Krylov space of order $d$ if and only if $g$ is orthogonal to all zero modes. In one direction, if $Hx=-g$ and $Hz=0$, then
$$-z\cdot g=z\cdot(Hx)=(Hz)\cdot x=0.$$
In the other, write $p(t)=\sum_{k<d}c_kt^k$ and take
$$x=-p(H)g=-\sum_{k<d}c_k\,H^kg.$$
The Lean step `hsum` checks that every nonzero coefficient belongs to a power below $d$, so that each term lies in the Krylov space.

Adding a zero mode to $x$ gives another solution. The one constructed here contains none, since `dot_aeval` with $\mu=0$ gives $z\cdot x=-p(0)(z\cdot g)=0$.

For an isolated molecule, physics supplies part of the hypothesis on $g$. The energy of an isolated molecule does not change under translation or rotation, so its derivative along these motions vanishes, and $g$ is orthogonal to them. If $H$ has other zero modes, such as an accidentally flat direction, orthogonality to those must be established separately. The theorem also concerns the existence of a solution in the space, not the convergence or stability of a particular iteration.

## How low the degree can be

```lean
/-- For a symmetric Hessian, if `H p(H) g = g` and `g` overlaps with eigenvectors for each of the
distinct eigenvalues in `s`, then `s` has at most `deg p + 1` elements. -/
theorem card_le_of_solves (hH : H.IsSymm) {g : n → ℝ} {p : ℝ[X]}
    (hp : H *ᵥ (aeval H p *ᵥ g) = g) (s : Finset ℝ)
    (hs : ∀ μ ∈ s, ∃ v : n → ℝ, H *ᵥ v = μ • v ∧ v ⬝ᵥ g ≠ 0) :
    s.card ≤ p.natDegree + 1 := by
  have hq : (X * p - 1 : ℝ[X]) ≠ 0 := by
    intro h
    have h' := congrArg (eval 0) h
    simp at h'
  -- every eigenvalue in `s` is a root of `X p - 1`
  have hroots : s.val ⊆ (X * p - 1 : ℝ[X]).roots := by
    intro μ hμ
    obtain ⟨v, hv, hvg⟩ := hs μ hμ
    have h := dot_mulVec hH hv (aeval H p *ᵥ g)
    rw [hp, dot_aeval hH hv] at h
    have h1 : μ * p.eval μ = 1 := by
      apply mul_right_cancel₀ hvg
      linarith
    rw [Polynomial.mem_roots hq, Polynomial.IsRoot.def, eval_sub, eval_mul, eval_X, eval_one,
      h1, sub_self]
  refine (Polynomial.card_le_degree_of_subset_roots hroots).trans ?_
  refine (natDegree_sub_le _ _).trans (max_le (natDegree_mul_le.trans ?_) (by simp))
  rw [natDegree_X, add_comm]
```

Suppose that $Hp(H)g=g$, and that for each $\mu$ in a finite set $s$ some eigenvector $v$ has $v\cdot g\neq0$. Taking the component along $v$ gives
$$\mu\,p(\mu)\,(v\cdot g)=v\cdot g,\qquad\text{so}\qquad \mu\,p(\mu)=1.$$
Every element of $s$ is therefore a root of $Xp-1$. This polynomial is not zero, since its value at $0$ is $-1$, and its degree is at most $\deg p+1$. Hence $s$ has at most $\deg p+1$ elements. Here `natDegree` is the degree as a natural number, with value $0$ for the zero polynomial.

If $g$ overlaps with eigenvectors for all $d\geq1$ nonzero eigenvalues, no polynomial of degree below $d-1$ works, even one chosen for that single $g$.

## Two atoms and a spring

```lean
/-- For two atoms on a line joined by a spring of nonzero force constant `k`, the constant
polynomial `p = 1/(2k)` satisfies `H p(H) g = g` for every gradient `g = (f, -f)`, where the Hessian
`H` has rows `(k, -k)` and `(-k, k)`. -/
theorem diatomic (k f : ℝ) (hk : k ≠ 0) :
    !![k, -k; -k, k] *ᵥ (aeval !![k, -k; -k, k] (C (2 * k)⁻¹) *ᵥ ![f, -f]) = ![f, -f] := by
  rw [aeval_C, Algebra.algebraMap_eq_smul_one, Matrix.smul_mulVec, Matrix.one_mulVec]
  ext i
  fin_cases i <;> simp [Matrix.mulVec, dotProduct, Fin.sum_univ_two] <;> field_simp <;> ring
```

The Hessian is
$$H=\begin{pmatrix}k&-k\\-k&k\end{pmatrix}.$$
Its normalised eigenvectors are $(1,1)/\sqrt2$, the translation with eigenvalue $0$, and $(1,-1)/\sqrt2$, the stretch with eigenvalue $2k$. The force constant $k$ measures the stiffness of the spring. With one nonzero eigenvalue, a constant polynomial suffices, written `C (2 * k)⁻¹` in Lean:
$$H\,\frac1{2k}\begin{pmatrix}f\\-f\end{pmatrix}=\begin{pmatrix}f\\-f\end{pmatrix}.$$
The vector $(f,-f)$ plays the role of the gradient, so the physical forces have the opposite signs. The Newton step is $x=-(f,-f)/(2k)$. Lean checks the two components separately.

## A matrix without symmetry

```lean
/-- For the non-symmetric matrix `N` with rows `(0, 1)` and `(0, 0)`, the vector `(0, 1)` is
orthogonal to the kernel and yet is not of the form `N x` for any `x`. -/
theorem symmetry_needed :
    (∀ z : Fin 2 → ℝ, !![0, 1; 0, 0] *ᵥ z = 0 → z ⬝ᵥ ![0, 1] = 0) ∧
      ∀ x : Fin 2 → ℝ, !![0, 1; 0, 0] *ᵥ x ≠ ![0, 1] := by
  constructor
  · intro z hz
    simpa [Matrix.mulVec, dotProduct, Fin.sum_univ_two] using congrFun hz 0
  · intro x hx
    simpa [Matrix.mulVec, dotProduct, Fin.sum_univ_two] using congrFun hx 1

end

end HessianKrylovNewton
```

Let $N$ be the matrix with rows $(0,1)$ and $(0,0)$. If $Nz=0$, then $z_2=0$, so $z\cdot(0,1)=0$. Yet $Nx=(x_2,0)$ never equals $(0,1)$, and no polynomial can help. Lean numbers the components from $0$, so `congrFun hz 0` reads off the first and `congrFun hx 1` the second. The only eigenvalue of $N$ is $0$, so symmetry cannot be weakened to the requirement that all eigenvalues be real.

```lean
#print axioms HessianKrylovNewton.newton_in_krylov_iff
#print axioms HessianKrylovNewton.card_le_of_solves
#print axioms HessianKrylovNewton.diatomic
#print axioms HessianKrylovNewton.symmetry_needed
```

```
'HessianKrylovNewton.newton_in_krylov_iff' depends on axioms: [propext, Classical.choice, Quot.sound]
'HessianKrylovNewton.card_le_of_solves' depends on axioms: [propext, Classical.choice, Quot.sound]
'HessianKrylovNewton.diatomic' depends on axioms: [propext, Classical.choice, Quot.sound]
'HessianKrylovNewton.symmetry_needed' depends on axioms: [propext, Classical.choice, Quot.sound]
```

## Level-shifted steps

The same argument, carried out here only in ordinary mathematics, treats the shifted equation $(H-\sigma 1)x=-g$, where the real number $\sigma$ differs from every nonzero eigenvalue. Interpolate $1/(\mu-\sigma)$ instead of $1/\mu$ at the nonzero eigenvalues. For $g$ orthogonal to the zero modes, the residual again has no component along any eigenvector, so a shifted step lies in the same Krylov space of order $d$.
